# Ladder-operator polynomials of one bosonic mode that annihilate every state with fewer than n quanta can be written with aⁿ on the right

## Polynomial operators on one bosonic mode

We restrict the operators under study to finite polynomial expressions in $a$ and $b$, and treat them as linear maps on a vector space with no inner product. Here $a$ lowers and $b$ raises the number of quanta, with

$$ab-ba=1 .$$

In the usual oscillator $b=a^\dagger$, but only the commutator is used. The vacuum is a nonzero vector $v$ with $av=0$, and the states with $k$ quanta are the unnormalised vectors $b^kv$. If $b=a^\dagger$ and $v$ has norm one, the normalised states are $|k\rangle=b^kv/\sqrt{k!}$.

An operator with $a$ on the far right clearly annihilates the vacuum. The converse is less obvious, because an expression such as $ab-1$ does not display such a factor until it is reordered to $ba$.

## Zeros on low states and factors on the right

Let $y$ be a polynomial expression in $a$ and $b$ over a field of characteristic zero, such as $\mathbb C$. For every natural number $n$,

$$y\,b^kv=0\ \text{ for all } k<n
\quad\Longleftrightarrow\quad
y=z\,a^n$$

for some polynomial expression $z$ in $a$ and $b$. The case $n=1$ concerns the vacuum alone. If instead $v\neq0$ satisfies $av=\alpha v$, then $yv=0$ exactly when $y=z(a-\alpha)$.

For a single mode with polynomial operators, it follows that an interaction vanishing on all states with fewer than $n$ quanta can be normal ordered so that each term has at least $n$ lowering operators. One writes $y=za^n$ and then normal orders $z$ by repeated use of the commutator; this last step is not part of the Lean code.

## Moving a to the right

Suppose $ab^m=b^ma+mb^{m-1}$, where the last term is zero for $m=0$. Then

$$ab^{m+1}=(b^ma+mb^{m-1})b=b^m(ba+1)+mb^m=b^{m+1}a+(m+1)b^m .$$

By linearity, $a\,p(b)=p(b)\,a+p'(b)$ for every polynomial $p$.

Now consider operators of the form $p(b)+za$. Left multiplication preserves this form:

$$a\,(p(b)+za)=p'(b)+(p(b)+az)\,a,\qquad
b\,(p(b)+za)=b\,p(b)+(bz)\,a .$$

Scalar multiples and sums preserve it too. Since $1$ has this form, so does every $y$ in the algebra.

## From the vacuum to n quanta

Write $y=p(b)+za$. If $yv=0$, then $p(b)v=0$, because $av=0$. Applying $a$ gives

$$0=a\,p(b)v=p(b)\,av+p'(b)v=p'(b)v .$$

The derivative has lower degree, so induction gives $p'=0$. In characteristic zero $p$ is then a constant $c$, and $cv=0$ with $v\neq0$ gives $c=0$. Hence $y=za$.

For general $n$, the reordering rule gives

$$a\,b^{k+1}v=(k+1)\,b^kv,\qquad a^nb^nv=n!\,v,\qquad a^nb^kv=0\quad(k<n).$$

In normalised form the first relation is $a|k+1\rangle=\sqrt{k+1}\,|k\rangle$. The third proves that $za^n$ annihilates the required states.

The converse goes by induction. For $n=0$ there is no condition, and $z=y$. If $y$ annihilates $b^kv$ for all $k<n+1$, the induction hypothesis gives $y=za^n$. Then $0=y\,b^nv=n!\,zv$, so $zv=0$ and $z=wa$. Thus $y=wa^{n+1}$.

For an eigenstate, replace $a$ by $a-\alpha$. The commutator with $b$ and the generated algebra are unchanged, and $(a-\alpha)v=0$.

## The operator N(N − 1)

Let $N=ba$ and $y=N(N-1)$. It annihilates $v$ and $bv$, so the case $n=2$ predicts a factor $a^2$:

$$y=baba-ba=b(ba+1)a-ba=b^2a^2 .$$

On three quanta, $a^2b^3v=3\cdot2\,bv$, so $y\,b^3v=6\,b^3v$, in agreement with $3(3-1)=6$.

## The operators and hypotheses in Lean

`Module.End K V` is the type of linear maps from `V` to itself, and its product is composition, so the rightmost factor acts first. `ladderAlgebra K a b` contains the finite polynomial expressions in the two operators. The hypotheses `h`, `hv` and `hav` are the commutator, $v\neq0$ and the vacuum or eigenstate equation; `hy` places $y$ in the algebra.

Infinite series such as $e^{\lambda b}$, several modes, and questions of domain or boundedness are not covered. Nor are truncated oscillator matrices: over $\mathbb C$ a commutator of finite matrices has trace zero, while the identity does not.

```lean
import Mathlib

open Polynomial

namespace VacuumAnnihilator

noncomputable section

/-- The algebra of all polynomial expressions in the ladder operators `a` and `b`. -/
abbrev ladderAlgebra (K : Type*) {A : Type*} [Field K] [Ring A] [Algebra K A] (a b : A) :
    Subalgebra K A :=
  Algebra.adjoin K {a, b}

section Ordering

variable {K A : Type*} [Field K] [Ring A] [Algebra K A] {a b : A}

/-- The lowering operator belongs to the ladder algebra. -/
lemma lower_mem : a ∈ ladderAlgebra K a b := Algebra.subset_adjoin (by simp)

/-- The raising operator belongs to the ladder algebra. -/
lemma raise_mem : b ∈ ladderAlgebra K a b := Algebra.subset_adjoin (by simp)

/-- Moving `a` to the right through a polynomial in `b` produces the derivative of that
polynomial: `a p(b) = p(b) a + p'(b)`. -/
theorem lower_mul_aeval (h : a * b - b * a = 1) (p : K[X]) :
    a * aeval b p = aeval b p * a + aeval b (derivative p) := by
  have hab : a * b = b * a + 1 := sub_eq_iff_eq_add'.mp h
  -- one more factor of `b` costs one commutator
  have step : ∀ q : K[X], a * aeval b q = aeval b q * a + aeval b (derivative q) →
      a * aeval b (q * X) = aeval b (q * X) * a + aeval b (derivative (q * X)) := by
    intro q hq
    simp only [map_mul, aeval_X, derivative_mul, derivative_X, mul_one, map_add]
    rw [← mul_assoc, hq, add_mul, mul_assoc, hab]
    noncomm_ring
  induction p using Polynomial.induction_on with
  | C c => rw [aeval_C, derivative_C, map_zero, add_zero, Algebra.commutes]
  | add p q hp hq =>
    simp only [map_add, mul_add, add_mul, hp, hq]
    abel
  | monomial n c ih =>
    have e : (C c * X ^ (n + 1) : K[X]) = C c * X ^ n * X := by ring
    rw [e]
    exact step _ ih

/-- Every element of the ladder algebra is a polynomial in `b` plus a term with `a` on
the far right. -/
theorem exists_normal_order (h : a * b - b * a = 1) {y : A} (hy : y ∈ ladderAlgebra K a b) :
    ∃ p : K[X], ∃ z ∈ ladderAlgebra K a b, y = aeval b p + z * a := by
  have hmem : ∀ p : K[X], aeval b p ∈ ladderAlgebra K a b := by
    intro p
    induction p using Polynomial.induction_on' with
    | add p q hp hq => rw [map_add]; exact add_mem hp hq
    | monomial n c =>
      rw [aeval_monomial]
      exact mul_mem (Subalgebra.algebraMap_mem _ _) (pow_mem raise_mem n)
  -- the ordered form survives left multiplication by the whole algebra
  have key : ∀ s : A, (∃ p : K[X], ∃ z ∈ ladderAlgebra K a b, s = aeval b p + z * a) →
      ∃ p : K[X], ∃ z ∈ ladderAlgebra K a b, y * s = aeval b p + z * a := by
    induction hy using Algebra.adjoin_induction with
    | mem x hx =>
      rintro s ⟨p, z, hz, rfl⟩
      simp only [Set.mem_insert_iff, Set.mem_singleton_iff] at hx
      rcases hx with hx | hx
      · refine ⟨derivative p, aeval b p + a * z,
          add_mem (hmem p) (mul_mem lower_mem hz), ?_⟩
        rw [hx, mul_add, lower_mul_aeval h]
        noncomm_ring
      · refine ⟨X * p, b * z, mul_mem raise_mem hz, ?_⟩
        rw [hx, map_mul, aeval_X, mul_add, mul_assoc]
    | algebraMap r =>
      rintro s ⟨p, z, hz, rfl⟩
      refine ⟨C r * p, algebraMap K A r * z,
        mul_mem (Subalgebra.algebraMap_mem _ _) hz, ?_⟩
      rw [map_mul, aeval_C, mul_add, mul_assoc]
    | add x x' _ _ ihx ihx' =>
      intro s hs
      obtain ⟨p, z, hz, e⟩ := ihx s hs
      obtain ⟨q, w, hw, e'⟩ := ihx' s hs
      refine ⟨p + q, z + w, add_mem hz hw, ?_⟩
      rw [add_mul x x' s, e, e', map_add, add_mul]
      abel
    | mul x x' _ _ ihx ihx' =>
      intro s hs
      rw [mul_assoc x x' s]
      exact ihx _ (ihx' s hs)
  have h1 := key 1 ⟨1, 0, zero_mem _, by simp⟩
  simpa only [mul_one] using h1

end Ordering

variable {K V : Type*} [Field K] [AddCommGroup V] [Module K V]
  {a b : Module.End K V} {v : V}

/-- An element of the ladder algebra annihilates the vacuum `v` exactly when it can be
written with a lowering operator on the far right. -/
theorem annihilates_vacuum_iff [CharZero K] (h : a * b - b * a = 1) (hv : v ≠ 0)
    (hav : a v = 0) {y : Module.End K V} (hy : y ∈ ladderAlgebra K a b) :
    y v = 0 ↔ ∃ z ∈ ladderAlgebra K a b, y = z * a := by
  constructor
  · intro h0
    obtain ⟨p, z, hz, e⟩ := exists_normal_order h hy
    have hp : aeval b p v = 0 := by
      rw [e, LinearMap.add_apply, Module.End.mul_apply, hav, map_zero, add_zero] at h0
      exact h0
    have const : ∀ q : K[X], q.natDegree = 0 → aeval b q v = 0 → q = 0 := by
      intro q hq hq0
      obtain ⟨c, rfl⟩ := natDegree_eq_zero.mp hq
      rw [aeval_C, Module.algebraMap_end_apply] at hq0
      rw [(smul_eq_zero.mp hq0).resolve_right hv, map_zero]
    -- applying `a` differentiates the polynomial, which lowers its degree
    have inj : ∀ (n : ℕ) (q : K[X]), q.natDegree ≤ n → aeval b q v = 0 → q = 0 := by
      intro n
      induction n with
      | zero => exact fun q hq hq0 => const q (by omega) hq0
      | succ n ih =>
        intro q hq hq0
        have e1 : aeval b (derivative q) v = 0 := by
          have t := LinearMap.congr_fun (lower_mul_aeval h q) v
          rw [Module.End.mul_apply, LinearMap.add_apply, Module.End.mul_apply, hq0, hav,
            map_zero, map_zero, zero_add] at t
          exact t.symm
        have d := ih _ (by have := natDegree_derivative_le q; omega) e1
        exact const q (Polynomial.derivative_eq_zero.mp d) hq0
    exact ⟨z, hz, by rw [e, inj _ p le_rfl hp, map_zero, zero_add]⟩
  · rintro ⟨z, _, rfl⟩
    rw [Module.End.mul_apply, hav, map_zero]

/-- Lowering a state with `k + 1` quanta gives `k + 1` times the state with `k` quanta
(unnormalised states `bᵏ v`). -/
lemma lower_number_state (h : a * b - b * a = 1) (hav : a v = 0) (k : ℕ) :
    a ((b ^ (k + 1)) v) = ((k : K) + 1) • (b ^ k) v := by
  have hw : ∀ w, a (b w) = b (a w) + w := fun w =>
    LinearMap.congr_fun (sub_eq_iff_eq_add'.mp h) w
  induction k with
  | zero => simp [hw, hav]
  | succ k ih =>
    rw [pow_succ' b (k + 1), Module.End.mul_apply, hw, ih, map_smul,
      ← Module.End.mul_apply, ← pow_succ']
    push_cast
    module

/-- Removing `n` quanta from the state `bⁿ v` returns the vacuum multiplied by `n!`. -/
lemma lower_pow_self (h : a * b - b * a = 1) (hav : a v = 0) (n : ℕ) :
    (a ^ n) ((b ^ n) v) = (n.factorial : K) • v := by
  induction n with
  | zero => simp
  | succ n ih =>
    rw [pow_succ a n, Module.End.mul_apply, lower_number_state h hav, map_smul, ih,
      smul_smul, Nat.factorial_succ, Nat.cast_mul, Nat.cast_succ]

/-- Removing `n` quanta from a state with fewer than `n` quanta gives zero. -/
lemma lower_pow_of_lt (h : a * b - b * a = 1) (hav : a v = 0) (n : ℕ) :
    ∀ k < n, (a ^ n) ((b ^ k) v) = 0 := by
  induction n with
  | zero => intro k hk; omega
  | succ n ih =>
    intro k hk
    rw [pow_succ a n, Module.End.mul_apply]
    cases k with
    | zero => rw [pow_zero, Module.End.one_apply, hav, map_zero]
    | succ k => rw [lower_number_state h hav, map_smul, ih k (by omega), smul_zero]

/-- An element of the ladder algebra annihilates all states `bᵏ v` with fewer than `n`
quanta exactly when it can be written with `n` lowering operators on the far right. -/
theorem annihilates_fewer_quanta_iff [CharZero K] (h : a * b - b * a = 1) (hv : v ≠ 0)
    (hav : a v = 0) {y : Module.End K V} (hy : y ∈ ladderAlgebra K a b) (n : ℕ) :
    (∀ k < n, y ((b ^ k) v) = 0) ↔ ∃ z ∈ ladderAlgebra K a b, y = z * a ^ n := by
  constructor
  · induction n with
    | zero => exact fun _ => ⟨y, hy, by rw [pow_zero, mul_one]⟩
    | succ n ih =>
      intro h0
      obtain ⟨z, hz, e⟩ := ih (fun k hk => h0 k (by omega))
      -- on `bⁿ v` the operator `z aⁿ` acts as `n! z` on the vacuum
      have t := h0 n (by omega)
      rw [e, Module.End.mul_apply, lower_pow_self h hav, map_smul] at t
      have hz0 : z v = 0 := (smul_eq_zero.mp t).resolve_left
        (Nat.cast_ne_zero.mpr (Nat.factorial_ne_zero n))
      obtain ⟨w, hw, e'⟩ := (annihilates_vacuum_iff h hv hav hz).mp hz0
      exact ⟨w, hw, by rw [e, e', mul_assoc, ← pow_succ']⟩
  · rintro ⟨z, _, rfl⟩ k hk
    rw [Module.End.mul_apply, lower_pow_of_lt h hav n k hk, map_zero]

/-- If `v` is an eigenstate of the lowering operator with eigenvalue `α`, an element of the
ladder algebra annihilates `v` exactly when it has a factor `a - α` on the far right. -/
theorem annihilates_coherent_iff [CharZero K] (h : a * b - b * a = 1) (hv : v ≠ 0) {α : K}
    (hav : a v = α • v) {y : Module.End K V} (hy : y ∈ ladderAlgebra K a b) :
    y v = 0 ↔ ∃ z ∈ ladderAlgebra K a b, y = z * (a - α • 1) := by
  -- the displaced operator has the same commutator and generates the same algebra
  have hc : (a - α • 1) * b - b * (a - α • 1) = a * b - b * a := by
    simp only [sub_mul, mul_sub, smul_mul_assoc, mul_smul_comm, one_mul, mul_one]
    abel
  have hA : ladderAlgebra K (a - α • 1) b = ladderAlgebra K a b := by
    apply le_antisymm
    · exact Algebra.adjoin_le (Set.insert_subset
        (sub_mem lower_mem (Subalgebra.smul_mem _ (one_mem _) α))
        (Set.singleton_subset_iff.mpr raise_mem))
    · have ha : a ∈ ladderAlgebra K (a - α • 1) b := by
        have t := add_mem (lower_mem (K := K) (a := a - α • 1) (b := b))
          (Subalgebra.smul_mem _ (one_mem _) α)
        rwa [sub_add_cancel] at t
      exact Algebra.adjoin_le (Set.insert_subset ha
        (Set.singleton_subset_iff.mpr raise_mem))
  have hav' : (a - α • 1) v = 0 := by
    rw [LinearMap.sub_apply, LinearMap.smul_apply, Module.End.one_apply, hav, sub_self]
  rw [← hA] at hy ⊢
  exact annihilates_vacuum_iff (hc.trans h) hv hav' hy

/-- The operator `d/dX + α` on polynomials. -/
def polyLower (α : K) : Module.End K K[X] := derivative + α • (1 : Module.End K K[X])

/-- Multiplication by `X` on polynomials. -/
def polyRaise (K : Type*) [Field K] : Module.End K K[X] := LinearMap.mulLeft K X

/-- On polynomials, `d/dX + α` and multiplication by `X` satisfy the ladder commutation
relation, and the constant `1` is a nonzero eigenstate of `d/dX + α` with eigenvalue `α`. -/
theorem ladder_witness (α : K) :
    polyLower α * polyRaise K - polyRaise K * polyLower α = 1 ∧
      polyLower α 1 = α • (1 : K[X]) ∧ (1 : K[X]) ≠ 0 := by
  refine ⟨LinearMap.ext fun p => ?_, ?_, one_ne_zero⟩
  · simp only [polyLower, polyRaise, LinearMap.sub_apply, Module.End.mul_apply,
      LinearMap.add_apply, LinearMap.smul_apply, Module.End.one_apply,
      LinearMap.mulLeft_apply, derivative_mul, derivative_X, smul_eq_C_mul]
    ring
  · simp [polyLower]

end

end VacuumAnnihilator
```

```lean
#print axioms VacuumAnnihilator.annihilates_fewer_quanta_iff
-- 'VacuumAnnihilator.annihilates_fewer_quanta_iff' depends on axioms: [propext, Classical.choice, Quot.sound]
#print axioms VacuumAnnihilator.annihilates_coherent_iff
-- 'VacuumAnnihilator.annihilates_coherent_iff' depends on axioms: [propext, Classical.choice, Quot.sound]
```

## How the proof follows the algebra

`lower_mul_aeval` is the derivative rule. Its `step` adds one factor of $b$, and polynomial induction supplies constants, sums and powers.

`exists_normal_order` proves the form $p(b)+za$. The auxiliary claim `key` says that left multiplication by $y$ preserves this form for every operator `s` that has it. This generality handles products, where one factor acts after another; setting `s` to $1$ finishes the argument.

In `annihilates_vacuum_iff`, `const` treats constant polynomials and `inj` performs the induction on a degree bound. The lemmas `lower_number_state`, `lower_pow_self` and `lower_pow_of_lt` are the three relations for $b^kv$. `annihilates_fewer_quanta_iff` uses them to extract one further $a$ at each induction step.

In `annihilates_coherent_iff`, `hc` and `hA` show that the shift preserves the commutator and the algebra. `ladder_witness` supplies a concrete example for every $\alpha$: $a=d/dX+\alpha$, $b$ multiplication by $X$, and $v=1$.

## Allowing every linear map

A different model would let $y$ and $z$ be arbitrary linear maps. The equivalence could then fail when the mode carries an additional two-valued label. The projector onto the second label annihilates the vacuum with the first label, but not the vacuum with the second. Since $a$ annihilates both, the projector cannot equal $za$. Polynomials in $a$ and $b$ do not act on the label, so the restricted statement still holds there.
